# Increasing masses raises no sorted harmonic frequency when the force constants are positive semidefinite

Let Φ be a real positive semidefinite n × n matrix of force constants, and let m and m′ be two sets of masses with 0 < m_i ≤ m′_i for every coordinate i. Write M and M′ for the diagonal mass matrices, and λ_k and λ′_k for the eigenvalues of

D = M^(−1/2) Φ M^(−1/2) and D′ = M′^(−1/2) Φ M′^(−1/2),

each list in decreasing order, with multiplicity, and numbered k = 0, …, n−1. Then, for every k,

λ′_k ≤ λ_k.

The eigenvalues are the squared angular frequencies ω², so no harmonic frequency goes up, provided that the lists are compared position by position.

## Isotope runs that share one Hessian

In the Born–Oppenheimer picture the force constants don't depend on the nuclear masses. A vibrational code can therefore compute one Hessian, then mass-weight and diagonalise it for each isotopologue. For a finite harmonic system at a minimum, the bound gives a cheap test of that second step: after a heavier substitution, no entry of the new sorted list may exceed the entry at the same position in the old one by more than rounding. Multiplying by √m_i where the code should divide, or sorting the two lists in opposite orders, can show up as a violation. Using 1/m_i in place of 1/√m_i on both sides of Φ can't: it amounts to masses m_i², which are ordered in the same way.

At a saddle point the test needs a sign check. An entry with λ_k ≤ 0 obeys the opposite inequality, λ_k ≤ λ′_k: the imaginary frequency moves towards zero or stays put. The smallest example is n = 1 with Φ = −1, where doubling the mass from 1 to 2 takes λ_0 from −1 to −1/2.

## A displacement that compares both spectra

For a displacement u, define the mass-weighted coordinates q_i = √m_i u_i and the inertia I(u) = Σ_i m_i u_i². Then

q·q = Σ_i m_i u_i² = I(u),

q·Dq = Σ_ij √m_i u_i · Φ_ij / (√m_i √m_j) · √m_j u_j = uᵀΦu.

Let e_r be the orthonormal eigenvectors of D, with D e_r = λ_r e_r, and let a_r = e_r·q be the mode amplitudes. Since q = Σ_r a_r e_r and Dq = Σ_r λ_r a_r e_r, orthonormality gives

I(u) = Σ_r a_r² and uᵀΦu = Σ_r λ_r a_r².

The same holds for m′, with inertia I′(u), amplitudes a′_r and eigenvalues λ′_r.

Now fix k and require of u that

a′_r = 0 for r > k, and a_r = 0 for r < k.

These are (n−1−k) + k = n−1 homogeneous linear equations for the n numbers u_i, so a nonzero solution exists. For this u, the ordering of the eigenvalues gives

uᵀΦu = Σ_(r≤k) λ′_r a′_r² ≥ λ′_k Σ_(r≤k) a′_r² = λ′_k I′(u),

uᵀΦu = Σ_(r≥k) λ_r a_r² ≤ λ_k Σ_(r≥k) a_r² = λ_k I(u).

Because Φ is positive semidefinite, 0 ≤ uᵀΦu ≤ λ_k I(u). Since I(u) > 0, this means λ_k ≥ 0. The masses satisfy m_i ≤ m′_i, so I(u) ≤ I′(u), and therefore

λ′_k I′(u) ≤ uᵀΦu ≤ λ_k I(u) ≤ λ_k I′(u).

Division by I′(u) > 0 gives λ′_k ≤ λ_k.

For the saddle-point case, exchange the two mass sets when choosing u. Then λ_k I(u) ≤ uᵀΦu ≤ λ′_k I′(u). If λ_k ≤ 0, the larger inertia makes the left side more negative, λ_k I′(u) ≤ λ_k I(u), and division by I′(u) gives λ_k ≤ λ′_k.

For positive semidefinite Φ all the eigenvalues are nonnegative, and taking square roots and summing compares the zero-point energies:

Σ_k ħ√λ′_k / 2 ≤ Σ_k ħ√λ_k / 2.

## Two coupled masses with spectra 9, 4 and 6, 3

Take two masses on a line, joined by a spring of constant 2 and tied to walls by springs of constants 3 and 6:

Φ = [[5, −2], [−2, 8]].

For m = (1, 1), D = Φ has trace 13 and determinant 36, so its eigenvalues are 9 and 4. For m′ = (1, 2),

D′ = [[5, −√2], [−√2, 4]]

has trace 9 and determinant 18, so its eigenvalues are 6 and 3. Both entries have dropped.

For k = 0 the only condition is a′_1 = 0, which u = (2, −1) satisfies. It has uᵀΦu = 36, I(u) = 5 and I′(u) = 6. The chain of inequalities reads 6·6 ≤ 36 ≤ 9·5 ≤ 9·6. The zero-point energy falls from 2.5 ħ to (√6 + √3)ħ/2 ≈ 2.09 ħ in these units.

## The Lean file

```lean
import Mathlib

open Matrix

namespace IsotopeFrequencyOrdering

noncomputable section

variable {ι : Type*} [Fintype ι] [DecidableEq ι]

/-- The dynamical matrix `M^(-1/2) Φ M^(-1/2)` of force constants `Φ` and positive masses `m`. -/
def dynamicalMatrix (Φ : Matrix ι ι ℝ) (m : ι → ℝ) : Matrix ι ι ℝ :=
  diagonal (fun i => (√(m i))⁻¹) * Φ * diagonal (fun i => (√(m i))⁻¹)

/-- The mass-weighted coordinates `√(m i) * u i` of a displacement `u`. -/
def massWeighted (m u : ι → ℝ) : ι → ℝ := fun i => √(m i) * u i

/-- The inertia `∑ m i * (u i)^2` of a displacement pattern `u`. -/
def inertia (m u : ι → ℝ) : ℝ := ∑ i, m i * u i ^ 2

/-- The amplitude of the coordinate vector `q` along the `i`-th normalised eigenvector of `A`. -/
def modeAmplitude {A : Matrix ι ι ℝ} (hA : A.IsHermitian) (q : ι → ℝ) (i : ι) : ℝ :=
  (hA.eigenvectorBasis i).ofLp ⬝ᵥ q

/-- The position of a mode label in the decreasing list of eigenvalues. -/
def modeRank : ι ≃ Fin (Fintype.card ι) :=
  (Fintype.equivOfCardEq (Fintype.card_fin _)).symm

/-- Symmetric force constants give a symmetric dynamical matrix. -/
theorem dynamicalMatrix_isHermitian {Φ : Matrix ι ι ℝ} (hΦ : Φ.IsHermitian) (m : ι → ℝ) :
    (dynamicalMatrix Φ m).IsHermitian := by
  refine Matrix.IsHermitian.ext fun i j => ?_
  have h : Φ j i = Φ i j := by simpa using hΦ.apply i j
  simp only [dynamicalMatrix, mul_diagonal, diagonal_mul, star_trivial]
  rw [h]
  ring

/-- The `k`-th squared frequency for positive masses `m`: the `k`-th eigenvalue of the dynamical
matrix, in decreasing order and counted with multiplicity. -/
def sqFreq {Φ : Matrix ι ι ℝ} (hΦ : Φ.IsHermitian) (m : ι → ℝ)
    (k : Fin (Fintype.card ι)) : ℝ :=
  (dynamicalMatrix_isHermitian hΦ m).eigenvalues₀ k

/-- In mass-weighted coordinates the squared length is the inertia, and the quadratic form of the
dynamical matrix is that of the force constants. -/
theorem massWeighted_forms (Φ : Matrix ι ι ℝ) {m : ι → ℝ} (hm : ∀ i, 0 < m i) (u : ι → ℝ) :
    massWeighted m u ⬝ᵥ massWeighted m u = inertia m u ∧
    massWeighted m u ⬝ᵥ dynamicalMatrix Φ m *ᵥ massWeighted m u = u ⬝ᵥ Φ *ᵥ u := by
  constructor
  · unfold dotProduct massWeighted inertia
    refine Finset.sum_congr rfl fun i _ => ?_
    linear_combination u i ^ 2 * Real.mul_self_sqrt (hm i).le
  · simp only [dotProduct, mulVec, dynamicalMatrix, massWeighted, mul_diagonal, diagonal_mul,
      Finset.mul_sum]
    refine Finset.sum_congr rfl fun i _ => Finset.sum_congr rfl fun j _ => ?_
    have hi : √(m i) ≠ 0 := (Real.sqrt_pos.mpr (hm i)).ne'
    have hj : √(m j) ≠ 0 := (Real.sqrt_pos.mpr (hm j)).ne'
    field_simp

omit [DecidableEq ι] in
/-- With positive masses every nonzero displacement has positive inertia. -/
theorem inertia_pos {m u : ι → ℝ} (hm : ∀ i, 0 < m i) (hu : u ≠ 0) : 0 < inertia m u := by
  obtain ⟨i, hi⟩ := Function.ne_iff.mp hu
  have hi' : u i ≠ 0 := hi
  refine Finset.sum_pos' (fun j _ => mul_nonneg (hm j).le (sq_nonneg _))
    ⟨i, Finset.mem_univ i, mul_pos (hm i) (by positivity)⟩

/-- The squared length and the quadratic form of a symmetric matrix are sums over its normal
modes. -/
theorem normal_mode_expansion {A : Matrix ι ι ℝ} (hA : A.IsHermitian) (q : ι → ℝ) :
    q ⬝ᵥ q = ∑ i, modeAmplitude hA q i ^ 2 ∧
    q ⬝ᵥ A *ᵥ q = ∑ i, hA.eigenvalues i * modeAmplitude hA q i ^ 2 := by
  have parseval : ∀ y : ι → ℝ,
      q ⬝ᵥ y = ∑ i, modeAmplitude hA q i * modeAmplitude hA y i := by
    intro y
    have h := hA.eigenvectorBasis.sum_inner_mul_inner (WithLp.toLp 2 q) (WithLp.toLp 2 y)
    simp only [EuclideanSpace.inner_eq_star_dotProduct, star_trivial] at h
    refine (dotProduct_comm q y).trans (h.symm.trans (Finset.sum_congr rfl fun i _ => ?_))
    rw [dotProduct_comm y]
    rfl
  -- the matrix multiplies each amplitude by its eigenvalue
  have hT : Aᵀ = A := (conjTranspose_eq_transpose_of_trivial A).symm.trans hA.eq
  have hmode : ∀ i, modeAmplitude hA (A *ᵥ q) i = hA.eigenvalues i * modeAmplitude hA q i := by
    intro i
    unfold modeAmplitude
    rw [Matrix.dotProduct_mulVec, ← mulVec_transpose, hT, hA.mulVec_eigenvectorBasis,
      smul_dotProduct, smul_eq_mul]
  constructor
  · rw [parseval q]
    exact Finset.sum_congr rfl fun i _ => by ring
  · rw [parseval (A *ᵥ q)]
    exact Finset.sum_congr rfl fun i _ => by rw [hmode i]; ring

/-- For two sets of masses and any `k` there is a nonzero displacement whose elastic quadratic form
is bounded below by the `k`-th squared frequency of one set and above by that of the other, each
times the corresponding inertia. -/
theorem exists_trial_displacement {Φ : Matrix ι ι ℝ} (hΦ : Φ.IsHermitian) {m m' : ι → ℝ}
    (hm : ∀ i, 0 < m i) (hm' : ∀ i, 0 < m' i) (k : Fin (Fintype.card ι)) :
    ∃ u : ι → ℝ, u ≠ 0 ∧ sqFreq hΦ m' k * inertia m' u ≤ u ⬝ᵥ Φ *ᵥ u ∧
      u ⬝ᵥ Φ *ᵥ u ≤ sqFreq hΦ m k * inertia m u := by
  have hA := dynamicalMatrix_isHermitian hΦ m
  have hA' := dynamicalMatrix_isHermitian hΦ m'
  -- one linear condition for each mode except the `k`-th, whose row is zero
  let R : Matrix ι ι ℝ := Matrix.of fun i j =>
    if k < modeRank i then (hA'.eigenvectorBasis i).ofLp j * √(m' j)
    else if modeRank i < k then (hA.eigenvectorBasis i).ofLp j * √(m j) else 0
  have hdet : R.det = 0 :=
    Matrix.det_eq_zero_of_row_eq_zero (modeRank.symm k) fun j => by simp [R]
  obtain ⟨u, hu, hR⟩ := Matrix.exists_mulVec_eq_zero_iff.mpr hdet
  have high : ∀ i, k < modeRank i → modeAmplitude hA' (massWeighted m' u) i = 0 := by
    intro i hi
    have h := congrFun hR i
    simp only [R, mulVec, dotProduct, Matrix.of_apply, if_pos hi, Pi.zero_apply] at h
    unfold modeAmplitude dotProduct massWeighted
    exact (Finset.sum_congr rfl fun j _ => (mul_assoc _ _ _).symm).trans h
  have low : ∀ i, modeRank i < k → modeAmplitude hA (massWeighted m u) i = 0 := by
    intro i hi
    have h := congrFun hR i
    simp only [R, mulVec, dotProduct, Matrix.of_apply, if_neg (not_lt_of_ge hi.le), if_pos hi,
      Pi.zero_apply] at h
    unfold modeAmplitude dotProduct massWeighted
    exact (Finset.sum_congr rfl fun j _ => (mul_assoc _ _ _).symm).trans h
  refine ⟨u, hu, ?_, ?_⟩
  · obtain ⟨e1, e2⟩ := normal_mode_expansion hA' (massWeighted m' u)
    rw [← (massWeighted_forms Φ hm' u).1, ← (massWeighted_forms Φ hm' u).2, e1, e2,
      Finset.mul_sum]
    refine Finset.sum_le_sum fun i _ => ?_
    rcases lt_or_ge k (modeRank i) with h | h
    · simp [high i h]
    · exact mul_le_mul_of_nonneg_right (hA'.eigenvalues₀_antitone h) (sq_nonneg _)
  · obtain ⟨e1, e2⟩ := normal_mode_expansion hA (massWeighted m u)
    rw [← (massWeighted_forms Φ hm u).1, ← (massWeighted_forms Φ hm u).2, e1, e2,
      Finset.mul_sum]
    refine Finset.sum_le_sum fun i _ => ?_
    rcases lt_or_ge (modeRank i) k with h | h
    · simp [low i h]
    · exact mul_le_mul_of_nonneg_right (hA.eigenvalues₀_antitone h) (sq_nonneg _)

/-- Positive semidefinite force constants give nonnegative squared frequencies. -/
theorem sqFreq_nonneg {Φ : Matrix ι ι ℝ} (hΦ : Φ.PosSemidef) {m : ι → ℝ}
    (hm : ∀ i, 0 < m i) (k : Fin (Fintype.card ι)) : 0 ≤ sqFreq hΦ.isHermitian m k := by
  obtain ⟨u, hu, -, h⟩ := exists_trial_displacement hΦ.isHermitian hm hm k
  have h0 := hΦ.dotProduct_mulVec_nonneg u
  rw [star_trivial] at h0
  exact le_of_mul_le_mul_right (by linarith) (inertia_pos hm hu)

/-- For any symmetric force constants, a nonnegative `k`-th squared frequency does not rise when
masses are increased. -/
theorem stable_mode_lowered {Φ : Matrix ι ι ℝ} (hΦ : Φ.IsHermitian) {m m' : ι → ℝ}
    (hm : ∀ i, 0 < m i) (hmm' : ∀ i, m i ≤ m' i) (k : Fin (Fintype.card ι))
    (hk : 0 ≤ sqFreq hΦ m k) : sqFreq hΦ m' k ≤ sqFreq hΦ m k := by
  have hm' : ∀ i, 0 < m' i := fun i => (hm i).trans_le (hmm' i)
  obtain ⟨u, hu, h1, h2⟩ := exists_trial_displacement hΦ hm hm' k
  have hI : inertia m u ≤ inertia m' u :=
    Finset.sum_le_sum fun i _ => mul_le_mul_of_nonneg_right (hmm' i) (sq_nonneg _)
  exact le_of_mul_le_mul_right
    (h1.trans (h2.trans (mul_le_mul_of_nonneg_left hI hk))) (inertia_pos hm' hu)

/-- For any symmetric force constants, a nonpositive `k`-th squared frequency does not fall when
masses are increased. -/
theorem unstable_mode_raised {Φ : Matrix ι ι ℝ} (hΦ : Φ.IsHermitian) {m m' : ι → ℝ}
    (hm : ∀ i, 0 < m i) (hmm' : ∀ i, m i ≤ m' i) (k : Fin (Fintype.card ι))
    (hk : sqFreq hΦ m k ≤ 0) : sqFreq hΦ m k ≤ sqFreq hΦ m' k := by
  have hm' : ∀ i, 0 < m' i := fun i => (hm i).trans_le (hmm' i)
  obtain ⟨u, hu, h1, h2⟩ := exists_trial_displacement hΦ hm' hm k
  have hI : inertia m u ≤ inertia m' u :=
    Finset.sum_le_sum fun i _ => mul_le_mul_of_nonneg_right (hmm' i) (sq_nonneg _)
  exact le_of_mul_le_mul_right
    ((mul_le_mul_of_nonpos_left hI hk).trans (h1.trans h2)) (inertia_pos hm' hu)

/-- For positive semidefinite force constants, increasing any of the masses raises none of the
squared frequencies, compared in sorted order. -/
theorem sqFreq_le_of_mass_le {Φ : Matrix ι ι ℝ} (hΦ : Φ.PosSemidef) {m m' : ι → ℝ}
    (hm : ∀ i, 0 < m i) (hmm' : ∀ i, m i ≤ m' i) (k : Fin (Fintype.card ι)) :
    sqFreq hΦ.isHermitian m' k ≤ sqFreq hΦ.isHermitian m k :=
  stable_mode_lowered hΦ.isHermitian hm hmm' k (sqFreq_nonneg hΦ hm k)

/-- For positive semidefinite force constants, the harmonic zero-point energy, the sum of `hbar * ω
/ 2` over all modes, does not rise when masses are increased. -/
theorem zero_point_energy_le {Φ : Matrix ι ι ℝ} (hΦ : Φ.PosSemidef) {m m' : ι → ℝ}
    (hm : ∀ i, 0 < m i) (hmm' : ∀ i, m i ≤ m' i) {hbar : ℝ} (hh : 0 < hbar) :
    ∑ k, hbar / 2 * √(sqFreq hΦ.isHermitian m' k) ≤
      ∑ k, hbar / 2 * √(sqFreq hΦ.isHermitian m k) :=
  Finset.sum_le_sum fun k _ => mul_le_mul_of_nonneg_left
    (Real.sqrt_le_sqrt (sqFreq_le_of_mass_le hΦ hm hmm' k)) (by positivity)

end

end IsotopeFrequencyOrdering
```

```lean
#print axioms IsotopeFrequencyOrdering.unstable_mode_raised
-- 'IsotopeFrequencyOrdering.unstable_mode_raised' depends on axioms: [propext, Classical.choice, Quot.sound]
#print axioms IsotopeFrequencyOrdering.zero_point_energy_le
-- 'IsotopeFrequencyOrdering.zero_point_energy_le' depends on axioms: [propext, Classical.choice, Quot.sound]
```

## How the Lean statements map to the physics

The finite type `ι` labels degrees of freedom. For N atoms in three dimensions it has 3N elements, and each atomic mass appears three times in `m`. `dynamicalMatrix Φ m` is D, and `sqFreq hΦ m k` is λ_k, taken from Mathlib's decreasing list `eigenvalues₀`. The index `k : Fin (Fintype.card ι)` starts at zero, as above. A code that sorts upwards gets the same comparison with the positions reversed.

The main theorem is `sqFreq_le_of_mass_le`. Its hypotheses are `Φ.PosSemidef`, which includes symmetry, positivity of the masses `m`, and `m i ≤ m' i` for each `i`; positivity of `m'` follows. `stable_mode_lowered` and `unstable_mode_raised` ask only for a symmetric Φ and put the sign condition on the single eigenvalue λ_k. In `zero_point_energy_le`, `hbar` is any positive number and stands for the reduced Planck constant, so the choice of units is free. The energy ħω/2 per mode is taken as the definition and not derived from a Schrödinger equation.

## How the proof follows the derivation

`massWeighted_forms` proves the two identities for q·q and q·Dq; `field_simp` cancels the square roots of the masses. `normal_mode_expansion` gets the mode sums from Parseval's identity in the eigenvector basis, after showing that the matrix multiplies each amplitude by its eigenvalue.

The central lemma is `exists_trial_displacement`. It writes the n−1 conditions as the rows of a square matrix `R`, whose row for position k is zero. The determinant of `R` then vanishes, and a singular matrix has a nonzero null vector, which is u. Here `modeRank` translates a mode label into its position r in the sorted list. The facts `high` and `low` say that the unwanted amplitudes vanish, and `eigenvalues₀_antitone` supplies the ordering that bounds the remaining terms one by one.

`sqFreq_nonneg` applies this lemma with both mass sets equal to `m`. In the two comparison theorems `hI` is I(u) ≤ I′(u), and `le_of_mul_le_mul_right` performs the division by the inertia, which `inertia_pos` shows to be positive.

## What the bound leaves open

The theorems concern exact real eigenvalues. A numerical test needs a tolerance, above all for translations and rotations, whose computed eigenvalues scatter around zero. The inequality is not strict and gives no size for the isotope shift. It compares positions in two lists, and says nothing about which eigenvector of D resembles which eigenvector of D′.

Both spectra use the same Φ. Anharmonic corrections, a geometry that changes with the isotope, and corrections to the Born–Oppenheimer approximation all lie beyond the model. Φ is also real and finite: a supercell or a molecule fits directly, whereas the complex dynamical matrix at a general wavevector would need a Hermitian version of the statement.

A different model would start from the generalised eigenvalue problem Φu = λMu. This would remove the square roots and admit non-diagonal mass matrices, as they occur in internal coordinates, with m_i ≤ m′_i replaced by uᵀMu ≤ uᵀM′u for all u. The comparison argument would keep its shape, with an eigenbasis orthonormal with respect to M in place of the orthonormal eigenbasis of D that the present file takes from Mathlib's spectral theorem for symmetric matrices.
